# Truncated CI preserves the low-order reference moments of an s-body Hamiltonian

A Lanczos or moment calculation started from the Hartree–Fock determinant can be run in a CI space that is cut off at some excitation level. The Lanczos recursion coefficients are determined by the moments ⟨r|H^k|r⟩ of the reference r, so it is useful to know which of these moments the cutoff is guaranteed to leave untouched. The problems below answer it for a finite determinant basis in which one application of H changes the excitation level by at most a fixed number s. For the electronic Hamiltonian s = 2, and the cutoffs treated are then the levels 0, 2 (CISD), 4 (CISDTQ) and so on.

## Levels, selection rule and truncated matrix

The determinants form a finite orthonormal basis, labelled in Lean by a type `ι`.

```lean
import Mathlib

open Matrix

namespace TruncatedCIMoments

variable {ι : Type*} [Fintype ι] [DecidableEq ι]
```

Each determinant i has an excitation level lev i, a natural number. The complex matrix H has the entries H(i,j) = ⟨i|H|j⟩, and the interaction enters only through a selection rule:

H(i,j) = 0 whenever |lev i − lev j| > s

`RankBounded lev s H` states this with two inequalities, which avoids subtraction of natural numbers.

```lean
/-- The selection rule of an `s`-body Hamiltonian: matrix elements vanish between determinants
whose excitation levels differ by more than `s`. -/
def RankBounded (lev : ι → ℕ) (s : ℕ) (H : Matrix ι ι ℂ) : Prop :=
  ∀ i j, (lev i + s < lev j ∨ lev j + s < lev i) → H i j = 0
```

For electrons with at most two-body forces and orthonormal orbitals, the rule with s = 2 follows from the Slater–Condon rules. That step, from integrals to selection rule, is assumed here as a hypothesis on H.

The truncated Hamiltonian with cutoff L is PHP, where P projects onto the levels up to L. In Lean it keeps the size of H and has zeros in the discarded rows and columns.

```lean
/-- The truncated CI Hamiltonian: matrix elements are kept between determinants of excitation
level at most `L`, and all others are set to zero. -/
def truncate (lev : ι → ℕ) (L : ℕ) (H : Matrix ι ι ℂ) : Matrix ι ι ℂ :=
  Matrix.of fun i j => if lev i ≤ L ∧ lev j ≤ L then H i j else 0
```

Below, T stands for this matrix with L = s·n. The letter n counts steps of size s, not electrons. The reference r has level 0. For a fixed number of electrons, where the level of i counts the spin orbitals occupied in r but empty in i, no other determinant has level 0; the proofs do not need this. H need not be Hermitian until part (g).

## (a) Selection rule of the truncated matrix

**Task.** Show that for every cutoff L the truncated matrix satisfies

(PHP)(i,j) = 0 whenever |lev i − lev j| > s

**Solution.** The entry is either H(i,j), which vanishes by the rule for H, or it has been set to zero.

```lean
omit [Fintype ι] [DecidableEq ι] in
/-- Truncation preserves the selection rule. -/
theorem RankBounded.truncate {lev : ι → ℕ} {s : ℕ} {H : Matrix ι ι ℂ}
    (hH : RankBounded lev s H) (L : ℕ) :
    RankBounded lev s (truncate lev L H) := by
  intro i j h
  simp [TruncatedCIMoments.truncate, hH i j h]
```

## (b) How far k applications of H reach

**Task.** Show that

(H^k)(i,r) = 0 whenever lev i > s·k

**Solution.** Use induction on k. For k = 0 the matrix is the identity, and lev i > 0 = lev r forces i ≠ r, so the entry is zero. For the next power write

(H^(k+1))(i,r) = Σ_j H(i,j) (H^k)(j,r)

and let lev i > s·k + s. If lev j > s·k, the second factor vanishes by the induction hypothesis. If lev j ≤ s·k, then lev j + s < lev i, and the first factor vanishes by the selection rule. Every term is zero.

```lean
/-- Applying an `s`-body Hamiltonian `k` times to a reference of level 0 reaches only
determinants of level at most `s * k`. -/
theorem krylov_support {lev : ι → ℕ} {s : ℕ} {H : Matrix ι ι ℂ} {r : ι}
    (hH : RankBounded lev s H) (hr : lev r = 0) (k : ℕ) :
    ∀ i, s * k < lev i → (H ^ k) i r = 0 := by
  induction k with
  | zero =>
    intro i hi
    have hne : i ≠ r := by
      rintro rfl
      omega
    rw [pow_zero, Matrix.one_apply_ne hne]
  | succ k ih =>
    intro i hi
    rw [Nat.mul_succ] at hi
    rw [pow_succ', Matrix.mul_apply]
    refine Finset.sum_eq_zero fun j _ => ?_
    by_cases hj : s * k < lev j
    · rw [ih j hj, mul_zero]
    · rw [hH i j (Or.inr (by omega)), zero_mul]
```

The column (H^k)(·,r) is the Krylov vector H^k|r⟩. In the proof, `pow_succ'` splits off the leftmost H, `by_cases` separates the two kinds of j, and `omega` does the level arithmetic.

## (c) Krylov vectors inside the retained space

**Task.** Show that for k ≤ n+1

(T^k)(i,r) = (H^k)(i,r) whenever lev i ≤ s·n

**Solution.** Both sides are identity entries at k = 0. Suppose the claim holds for k, and let k+1 ≤ n+1, so that k ≤ n. Compare, term by term,

Σ_j T(i,j) (T^k)(j,r) and Σ_j H(i,j) (H^k)(j,r)

If lev j > s·k, both Krylov components vanish by (b); for T this uses (a). If lev j ≤ s·k ≤ s·n, then i and j are both retained, so T(i,j) = H(i,j), and the components agree by the induction hypothesis.

At order n+1 the exact vector may have left the retained space, but the part outside has not yet had an application of H to bring it back.

```lean
/-- For an `s`-body Hamiltonian truncated at level `s * n` and a reference of level 0, the exact
and truncated Krylov vectors up to order `n + 1` agree on all retained determinants. -/
theorem krylov_agree {lev : ι → ℕ} {s : ℕ} {H : Matrix ι ι ℂ} {r : ι}
    (hH : RankBounded lev s H) (hr : lev r = 0) (n k : ℕ) (hk : k ≤ n + 1) :
    ∀ i, lev i ≤ s * n → (truncate lev (s * n) H ^ k) i r = (H ^ k) i r := by
  induction k with
  | zero =>
    intro i _
    rw [pow_zero, pow_zero]
  | succ k ih =>
    intro i hi
    have hkn : s * k ≤ s * n := Nat.mul_le_mul_left s (by omega)
    rw [pow_succ', pow_succ', Matrix.mul_apply, Matrix.mul_apply]
    refine Finset.sum_congr rfl fun j _ => ?_
    by_cases hj : s * k < lev j
    · -- neither Krylov vector has reached this determinant
      rw [krylov_support hH hr k j hj, krylov_support (hH.truncate _) hr k j hj,
        mul_zero, mul_zero]
    · have hj' : lev j ≤ s * n := by omega
      rw [ih (by omega) j hj']
      simp [truncate, hi, hj']
```

The two branches of `by_cases` are the two cases for j. The last `simp` replaces the entry of T by that of H.

## (d) The same statements for rows

**Task.** Show that for k ≤ n+1

(T^k)(r,i) = (H^k)(r,i) whenever lev i ≤ s·n

(H^k)(r,i) = (T^k)(r,i) = 0 whenever lev i > s·k

**Solution.** A row of H^k is a column of a power of the transpose:

(H^k)(r,i) = ((Hᵀ)^k)(i,r)

The selection rule is symmetric in i and j, so Hᵀ obeys it. Truncating Hᵀ gives Tᵀ, because the cutoff treats rows and columns alike. Parts (b) and (c), applied to Hᵀ, give both lines; for T the second line also uses (a).

```lean
/-- The row counterpart: for an `s`-body Hamiltonian truncated at level `s * n`, a reference of
level 0 and `k ≤ n + 1`, the exact and truncated bra-side Krylov vectors of order `k` agree on all
retained determinants, and both vanish above level `s * k`. -/
theorem krylov_row {lev : ι → ℕ} {s : ℕ} {H : Matrix ι ι ℂ} {r : ι}
    (hH : RankBounded lev s H) (hr : lev r = 0) (n k : ℕ) (hk : k ≤ n + 1) (i : ι) :
    (lev i ≤ s * n → (truncate lev (s * n) H ^ k) r i = (H ^ k) r i) ∧
    (s * k < lev i → (H ^ k) r i = 0 ∧ (truncate lev (s * n) H ^ k) r i = 0) := by
  have hT : RankBounded lev s Hᵀ := fun a b h => hH b a h.symm
  have ht : truncate lev (s * n) Hᵀ = (truncate lev (s * n) H)ᵀ := by
    ext a b
    simp [truncate, and_comm]
  have h1 := krylov_agree hT hr n k hk i
  have h2 := krylov_support hT hr k i
  have h3 := krylov_support (hT.truncate (s * n)) hr k i
  rw [ht] at h1 h3
  simp only [← Matrix.transpose_pow, Matrix.transpose_apply] at h1 h2 h3
  exact ⟨h1, fun h => ⟨h2 h, h3 h⟩⟩
```

Here `hT` is the selection rule for Hᵀ and `ht` is the exchange of truncation and transposition. No complex conjugation enters, so the result also holds for non-Hermitian H.

## (e) Moments unchanged by the cutoff

**Task.** Show that

(T^k)(r,r) = (H^k)(r,r) for all k ≤ 2n+1

**Solution.** Cut the product near the middle: k = a + b, with a the integer part of k/2 and b = k − a. Then a ≤ n and b ≤ n+1. Insert a sum over intermediate determinants:

(H^k)(r,r) = Σ_i (H^a)(r,i) (H^b)(i,r)

and likewise for T. If lev i ≤ s·n, both factors agree with their truncated versions, by (d) and (c). If lev i > s·n, then lev i > s·a as well, and the row factor vanishes for H and for T by (d). The sums are equal term by term.

```lean
/-- Moment matching: for an `s`-body Hamiltonian and a reference of level 0, truncation to levels
at most `s * n` leaves the reference moments of order up to `2 * n + 1` unchanged. -/
theorem moment_matching {lev : ι → ℕ} {s : ℕ} {H : Matrix ι ι ℂ} {r : ι}
    (hH : RankBounded lev s H) (hr : lev r = 0) (n k : ℕ) (hk : k ≤ 2 * n + 1) :
    (truncate lev (s * n) H ^ k) r r = (H ^ k) r r := by
  -- cut the closed path of `k` steps in the middle
  obtain ⟨a, b, rfl, ha, hb⟩ : ∃ a b, k = a + b ∧ a ≤ n ∧ b ≤ n + 1 :=
    ⟨k / 2, k - k / 2, by omega, by omega, by omega⟩
  rw [pow_add, pow_add, Matrix.mul_apply, Matrix.mul_apply]
  refine Finset.sum_congr rfl fun i _ => ?_
  have hrow := krylov_row hH hr n a (by omega) i
  by_cases hi : lev i ≤ s * n
  · rw [hrow.1 hi, krylov_agree hH hr n b hb i hi]
  · have han : s * a ≤ s * n := Nat.mul_le_mul_left s ha
    obtain ⟨h1, h2⟩ := hrow.2 (by omega)
    rw [h1, h2, zero_mul, zero_mul]
```

The `obtain` line produces a and b, and `Finset.sum_congr` reduces the claim to a single i. Since r is a unit basis vector, the moments are normalised expectation values. They are plain powers, not cumulants.

## (f) The CISD case

**Task.** For s = 2 and a cutoff at double excitations, show that

(T^k)(r,r) = (H^k)(r,r) for k = 0, 1, 2, 3

**Solution.** Put s = 2 and n = 1 in (e): the cutoff is 2 and the highest protected order is 3. The third moment shows it directly:

(H^3)(r,r) = Σ_i Σ_j H(r,i) H(i,j) H(j,r)

In a nonzero term H(r,i) and H(j,r) are both nonzero, so by the selection rule neither i nor j lies above the doubles.

```lean
/-- CISD: for a two-body Hamiltonian and a reference of level 0, truncation to at most double
excitations preserves the reference moments up to the third. -/
theorem cisd_moments {lev : ι → ℕ} {H : Matrix ι ι ℂ} {r : ι}
    (hH : RankBounded lev 2 H) (hr : lev r = 0) (k : ℕ) (hk : k ≤ 3) :
    (truncate lev 2 H ^ k) r r = (H ^ k) r r :=
  moment_matching hH hr 1 k hk
```

The proof is `moment_matching` with n = 1. It makes no statement about the CISD energy, which in general is not determined by these four moments.

The result is lost if H may also change the level by three, as a three-body term can. Take two determinants of levels 0 and 3, with zero diagonal and coupling 1. The exact second moment is 1. CISD discards the second determinant and gives 0.

## (g) Error of the first unprotected moment

**Task.** Let H be Hermitian. Show that

(H^(2n+2))(r,r) − (T^(2n+2))(r,r) = Σ_{i: lev i > s·n} |(H^(n+1))(i,r)|²

**Solution.** Split both powers into two factors of order n+1 and insert a sum over i. For lev i ≤ s·n the terms of H and T are equal, by (c) and (d), and cancel. For lev i > s·n, row i of T is zero, hence (T^(n+1))(i,r) = 0 and the truncated term disappears. The exact term remains. Since H^(n+1) is Hermitian,

(H^(n+1))(r,i) (H^(n+1))(i,r) = |(H^(n+1))(i,r)|²

The truncated moment therefore never exceeds the exact one at this order.

```lean
/-- For a Hermitian `s`-body Hamiltonian and a reference of level 0, the exact moment of order
`2 * n + 2` minus the one truncated at level `s * n` is the squared norm of the part of
`H ^ (n + 1)` applied to the reference that lies above level `s * n`. -/
theorem next_moment_defect {lev : ι → ℕ} {s : ℕ} {H : Matrix ι ι ℂ} {r : ι}
    (hH : RankBounded lev s H) (hr : lev r = 0) (hherm : H.IsHermitian) (n : ℕ) :
    (H ^ (2 * n + 2)) r r - (truncate lev (s * n) H ^ (2 * n + 2)) r r =
      ((∑ i with s * n < lev i, ‖(H ^ (n + 1)) i r‖ ^ 2 : ℝ) : ℂ) := by
  have hsplit : 2 * n + 2 = (n + 1) + (n + 1) := by ring
  have hp : (H ^ (n + 1))ᴴ = H ^ (n + 1) := by
    rw [Matrix.conjTranspose_pow, hherm.eq]
  rw [hsplit, pow_add H (n + 1) (n + 1),
    pow_add (truncate lev (s * n) H) (n + 1) (n + 1), Matrix.mul_apply, Matrix.mul_apply,
    ← Finset.sum_sub_distrib, Finset.sum_filter, Complex.ofReal_sum]
  refine Finset.sum_congr rfl fun i _ => ?_
  by_cases hi : s * n < lev i
  · -- a discarded determinant: the truncated vector has no component here
    have hz : (truncate lev (s * n) H ^ (n + 1)) i r = 0 := by
      rw [pow_succ', Matrix.mul_apply]
      refine Finset.sum_eq_zero fun j _ => ?_
      simp [truncate, not_le_of_gt hi]
    have hs : (H ^ (n + 1)) r i = star ((H ^ (n + 1)) i r) := by
      rw [← Matrix.conjTranspose_apply, hp]
    rw [hz, mul_zero, sub_zero, if_pos hi, hs, Complex.ofReal_pow]
    exact Complex.conj_mul' _
  · have hi' : lev i ≤ s * n := by omega
    rw [(krylov_row hH hr n (n + 1) le_rfl i).1 hi',
      krylov_agree hH hr n (n + 1) le_rfl i hi', sub_self, if_neg hi, Complex.ofReal_zero]
```

The right-hand side is a real sum, read as a complex number so that it can be compared with matrix entries. In the proof, `hz` is the vanishing truncated component and `hs` the conjugation. The vector H^(n+1)|r⟩ is not normalised; its squared norm is the exact moment of order 2n+2.

## (h) When the next moment survives

**Task.** For Hermitian H, show that

(H^(2n+2))(r,r) = (T^(2n+2))(r,r)

holds exactly when

(H^(n+1))(i,r) = 0 for every i with lev i > s·n

**Solution.** By (g) the difference of the moments is a sum of squares. Such a sum is zero exactly when each term is zero.

```lean
/-- For a Hermitian `s`-body Hamiltonian and a reference of level 0, the moment of order
`2 * n + 2` survives truncation at level `s * n` exactly when `H ^ (n + 1)` applied to the
reference has no component above that level. -/
theorem next_moment_iff {lev : ι → ℕ} {s : ℕ} {H : Matrix ι ι ℂ} {r : ι}
    (hH : RankBounded lev s H) (hr : lev r = 0) (hherm : H.IsHermitian) (n : ℕ) :
    (H ^ (2 * n + 2)) r r = (truncate lev (s * n) H ^ (2 * n + 2)) r r ↔
      ∀ i, s * n < lev i → (H ^ (n + 1)) i r = 0 := by
  rw [← sub_eq_zero, next_moment_defect hH hr hherm n, Complex.ofReal_eq_zero,
    Finset.sum_eq_zero_iff_of_nonneg (fun i _ => sq_nonneg _)]
  simp
```

With two electrons there is nothing above the doubles, so the condition holds for CISD, as it must: there CISD is full CI.

## (i) A chain in which the fourth CISD moment is wrong

**Task.** Three determinants |0⟩, |1⟩, |2⟩ have levels 0, 2, 4. Neighbours are coupled with strength 1, and all other entries of H vanish. With reference |0⟩ and the CISD cutoff, show that the selection rule with s = 2 holds and that

(H^4)(0,0) = 2 and (T^4)(0,0) = 1

**Solution.** The only pair whose levels differ by more than 2 is |0⟩ and |2⟩, and it is uncoupled. Apply H twice to the reference:

H|0⟩ = |1⟩

H²|0⟩ = |0⟩ + |2⟩

The fourth moment is the squared norm of this vector, which is 2. The cutoff removes |2⟩, so

T²|0⟩ = |0⟩

and the truncated fourth moment is 1. The difference, 1, is the squared amplitude on the quadruple excitation, as (g) requires. After normalisation, H²|0⟩ has weight 1/2 there.

```lean
/-- A chain of three determinants with unit couplings between neighbours. -/
def chain : Matrix (Fin 3) (Fin 3) ℂ := !![0, 1, 0; 1, 0, 1; 0, 1, 0]

/-- The chain with levels 0, 2, 4 obeys the two-body selection rule, and its fourth reference
moment is 2, while truncation to at most double excitations gives 1. -/
theorem cisd_fourth_moment_fails :
    RankBounded (fun i : Fin 3 => 2 * (i : ℕ)) 2 chain ∧
    (chain ^ 4) 0 0 = 2 ∧
    (truncate (fun i : Fin 3 => 2 * (i : ℕ)) 2 chain ^ 4) 0 0 = 1 := by
  have ht : truncate (fun i : Fin 3 => 2 * (i : ℕ)) 2 chain =
      !![0, 1, 0; 1, 0, 0; 0, 0, 0] := by
    ext i j
    fin_cases i <;> fin_cases j <;> simp [truncate, chain]
  refine ⟨?_, ?_, ?_⟩
  · intro i j h
    revert h
    fin_cases i <;> fin_cases j <;> simp [chain]
  · norm_num [chain, pow_succ, Matrix.mul_apply, Fin.sum_univ_succ]
  · rw [ht]
    norm_num [pow_succ, Matrix.mul_apply, Fin.sum_univ_succ]

end TruncatedCIMoments
```

The function `2 * (i : ℕ)` assigns the levels. `fin_cases` checks the matrix entries one by one, and `norm_num` multiplies out the fourth powers. The chain is a model matrix and not a molecule, but it shows that the selection rule and Hermiticity alone do not extend the CISD guarantee from the third moment to the fourth.

```lean
#print axioms TruncatedCIMoments.cisd_moments
#print axioms TruncatedCIMoments.next_moment_iff
#print axioms TruncatedCIMoments.cisd_fourth_moment_fails
```

```
'TruncatedCIMoments.cisd_moments' depends on axioms: [propext, Classical.choice, Quot.sound]
'TruncatedCIMoments.next_moment_iff' depends on axioms: [propext, Classical.choice, Quot.sound]
'TruncatedCIMoments.cisd_fourth_moment_fails' depends on axioms: [propext, Classical.choice, Quot.sound]
```
